# For any orthogonal projector, the generalized Phillips–Kleinman equation is the Schrödinger equation projected on the projector's kernel

## Must the core states be eigenstates of the Hamiltonian?

Let the core be described by any idempotent Hermitian operator \(P\) on a complex inner product space, with no requirement that its range be spanned by eigenstates of the Hamiltonian \(H\), and let both operators be linear and defined on every vector. The range of \(P\) is then the core space and its kernel the valence space. For a real energy \(E\), I define the potential

\[
W = -HP - PH + PHP + EP .
\]

I believe that \((H+W)\varphi = E\varphi\) holds exactly when the valence part \(\psi = (1-P)\varphi\) satisfies \(\langle y, (H-E)\psi\rangle = 0\) for every valence vector \(y\). I also expect that adding core vectors to \(\varphi\) changes nothing, and that \(W\) reduces to the familiar \((E-H)P\) when \(H\) and \(P\) commute. Can someone give the full argument, together with a Lean proof that a machine has checked?

## An orthogonal projector is enough

All three claims are correct, and for Hermitian \(H\) the last one has a converse: the short form of \(W\) holds only if \(H\) and \(P\) commute. What is lost without commutation is the guarantee that a nonzero \(\psi\) is an eigenvector of \(H\).

This matters in electronic structure when the core orbitals come from a different calculation, such as one on a free atom, and are not exact eigenstates of the Hamiltonian in use; here that Hamiltonian is one fixed linear operator, with no self-consistent field.

### Factorising the pseudo-Hamiltonian

Write \(Q = 1-P\), so that \(Q^2 = Q\) and \(PQ = 0\). Expanding \(QHQ\) gives \(H - HP - PH + PHP\), hence \(H + W = QHQ + EP\) and

\[
H + W - E = QHQ - EQ = Q(H-E)Q .
\]

The pseudo-equation therefore says that \(Qr = 0\), where \(r = (H-E)\psi\) and \(\psi = Q\varphi\).

Next, \(Qr = 0\) holds exactly when \(r\) is orthogonal to the kernel of \(P\). If \(r = Pr\) and \(Py = 0\), then \(\langle y, r\rangle = \langle y, Pr\rangle = \langle Py, r\rangle = 0\). Conversely, suppose that \(r\) is orthogonal to the kernel, and choose \(y = r - Pr\), which satisfies \(Py = 0\). Then

\[
\langle y, y\rangle = \langle y, r\rangle - \langle y, Pr\rangle = 0 - \langle Py, r\rangle = 0,
\]

so \(y = Qr = 0\). This proves the main equivalence.

Since \(Q(\varphi + P\chi) = Q\varphi\) for every \(\chi\), adding a core vector does not affect whether \(\varphi\) is a solution. In particular, every core vector is itself a solution with \(\psi = 0\), so a valence state requires \(\psi \neq 0\).

### The core component that remains

Because \(P\psi = 0\), the condition \(Q(H-E)\psi = 0\) expands to

\[
H\psi = E\psi + PH\psi .
\]

The last term is the part of \(H\psi\) that lies in the core space. If \(H\) and \(P\) commute, it equals \(HP\psi = 0\), and \(\psi\) solves the full Schrödinger equation; the file stops at the displayed equation, from which this is one line of algebra.

A two-level system shows the term at work. With basis states \(e_0, e_1\), let \(H\) exchange them, let \(P\) project on \(e_0\), and set \(E = 0\). Then \(PHP = 0\) and \(HP + PH = H\), so \(W = -H\) and \(H + W = 0\). The state \(\varphi = e_1\) solves the pseudo-equation and has \(\psi = e_1\), but \(H\psi = e_0\) is not a multiple of \(\psi\).

### When the potential is \((E-H)P\)

For Hermitian \(H\), taking the adjoint of \(W\) exchanges \(HP\) and \(PH\) and leaves the other two terms alone, so \(W\) is Hermitian.

Comparing \(W\) with \((E-H)P = EP - HP\) shows that they agree exactly when \(PH = PHP\). The adjoint of this relation is \(HP = PHP\), so \(HP = PH\). Conversely, if \(H\) and \(P\) commute, then \(PHP = HP^2 = HP = PH\), and the two middle terms of \(W\) cancel.

### Energies below \(E\)

Taking the expectation value of the factorised form and moving \(Q\) to the left gives

\[
\langle\varphi,(H+W)\varphi\rangle - E\|\varphi\|^2 = \langle\psi,H\psi\rangle - E\|\psi\|^2 .
\]

If \(E\) bounds the mean energy of \(H\) from below on the kernel of \(P\), the right side is never negative, so \(E\) bounds \(H+W\) from below on all states. For the converse, take \(\varphi\) in the kernel, where \(\psi = \varphi\). Deep core levels of \(H\) thus produce no states of \(H+W\) below \(E\), provided that \(E\) is such a bound on the valence space.

### What the Lean statements say

- `V` is a complex inner product space of any dimension, and need not be complete. `Module.End ℂ V` is the type of linear operators defined on all of `V`, with `*` as composition and `1` as the identity.
- `IsOrthogonalProjector P` contains the two properties of \(P\), `idem` and `symmetric`. The cases \(P = 0\) and \(P = 1\) are allowed.
- `pkPotential H P E` is \(W\). The energy is a real number, written `(E : ℂ)` where it multiplies a vector or an operator.
- `⟪y, r⟫_ℂ` is the inner product, conjugate-linear in its first entry as in Dirac notation.

The main theorem, `pseudo_equation_iff`, is the equivalence in the question, and it does not use Hermiticity of \(H\). That assumption enters only in `pkPotential_symmetric` and `pkPotential_eq_iff_commute`. The energy theorems take real parts because they too allow a general \(H\).

Vectors are not normalised. For \(\|\varphi\| = 1\), the inequality in `energy_bound_iff` reads \(E \le \mathrm{Re}\,\langle\varphi,(H+W)\varphi\rangle\).

The same \(E\) appears in \(W\) and on the right of the pseudo-equation. The general theorems take it as given; they neither determine it nor show that a solution with \(\psi \neq 0\) exists.

An unbounded Hamiltonian on a full Hilbert space is not covered, since it is not defined on every vector. The theorems apply to it only on a subspace that \(H\) and \(P\) both map into itself, with \(y\) restricted to that subspace. Norm conservation, smoothness of \(\varphi\) and locality of the potential play no part.

```lean
import Mathlib

open scoped InnerProductSpace

namespace GeneralizedPhillipsKleinman

noncomputable section

variable {V : Type*} [NormedAddCommGroup V] [InnerProductSpace ℂ V]

/-- An orthogonal projector: an idempotent Hermitian operator. Its range plays the role of the
core space and its kernel that of the valence space. -/
structure IsOrthogonalProjector (P : Module.End ℂ V) : Prop where
  idem : ∀ x, P (P x) = P x
  symmetric : LinearMap.IsSymmetric P

/-- The generalized Phillips-Kleinman potential `W = -HP - PH + PHP + EP`. -/
def pkPotential (H P : Module.End ℂ V) (E : ℝ) : Module.End ℂ V :=
  -(H * P) - P * H + P * H * P + (E : ℂ) • P

/-- For an orthogonal projector `P`, the pseudo-Hamiltonian factorises:
`(H + W - E) φ = (1 - P)(H - E)(1 - P) φ`. -/
theorem pseudo_factorisation {P : Module.End ℂ V} (hP : IsOrthogonalProjector P)
    (H : Module.End ℂ V) (E : ℝ) (φ : V) :
    (H + pkPotential H P E) φ - (E : ℂ) • φ
      = (1 - P) (H ((1 - P) φ) - (E : ℂ) • (1 - P) φ) := by
  simp only [pkPotential, LinearMap.add_apply, LinearMap.sub_apply, LinearMap.neg_apply,
    LinearMap.smul_apply, Module.End.mul_apply, Module.End.one_apply, map_sub, map_smul,
    hP.idem]
  module

/-- For an orthogonal projector `P`, a vector has no component outside the range of `P` exactly
when it is orthogonal to every vector in the kernel of `P`. -/
theorem valence_part_eq_zero_iff {P : Module.End ℂ V} (hP : IsOrthogonalProjector P) (r : V) :
    (1 - P) r = 0 ↔ ∀ y, P y = 0 → ⟪y, r⟫_ℂ = 0 := by
  simp only [LinearMap.sub_apply, Module.End.one_apply]
  constructor
  · intro h y hy
    rw [sub_eq_zero.mp h, ← hP.symmetric y r, hy, inner_zero_left]
  · intro h
    -- test with the valence part of `r` itself
    have hk : P (r - P r) = 0 := by rw [map_sub, hP.idem, sub_self]
    have h0 : ⟪r - P r, r - P r⟫_ℂ = 0 := by
      rw [inner_sub_right, h _ hk, ← hP.symmetric (r - P r) r, hk, inner_zero_left, sub_zero]
    exact inner_self_eq_zero.mp h0

/-- Let `P` be an orthogonal projector. Then `φ` solves `(H + W) φ = E φ` exactly when
`ψ = (1 - P) φ` solves the Schrödinger equation projected on the kernel of `P`:
`⟨y, (H - E) ψ⟩ = 0` for every `y` with `P y = 0`. -/
theorem pseudo_equation_iff {P : Module.End ℂ V} (hP : IsOrthogonalProjector P)
    (H : Module.End ℂ V) (E : ℝ) (φ : V) :
    (H + pkPotential H P E) φ = (E : ℂ) • φ ↔
      ∀ y, P y = 0 → ⟪y, H ((1 - P) φ) - (E : ℂ) • (1 - P) φ⟫_ℂ = 0 := by
  rw [← sub_eq_zero, pseudo_factorisation hP, valence_part_eq_zero_iff hP]

/-- For an orthogonal projector `P`, adding any vector `P χ` of its range to `φ` does not affect
whether `φ` solves the pseudo-Schrödinger equation. -/
theorem pseudo_equation_add_core {P : Module.End ℂ V} (hP : IsOrthogonalProjector P)
    (H : Module.End ℂ V) (E : ℝ) (φ χ : V) :
    (H + pkPotential H P E) (φ + P χ) = (E : ℂ) • (φ + P χ) ↔
      (H + pkPotential H P E) φ = (E : ℂ) • φ := by
  have h : (1 - P) (φ + P χ) = (1 - P) φ := by
    simp only [LinearMap.sub_apply, Module.End.one_apply, map_add, hP.idem]
    abel
  rw [pseudo_equation_iff hP, pseudo_equation_iff hP, h]

/-- For an orthogonal projector `P`, the pseudo-Schrödinger equation for `φ` says that
`ψ = (1 - P) φ` obeys `H ψ = E ψ + P H ψ`. -/
theorem pseudo_equation_iff_residual {P : Module.End ℂ V} (hP : IsOrthogonalProjector P)
    (H : Module.End ℂ V) (E : ℝ) (φ : V) :
    (H + pkPotential H P E) φ = (E : ℂ) • φ ↔
      H ((1 - P) φ) = (E : ℂ) • (1 - P) φ + P (H ((1 - P) φ)) := by
  have hk : P ((1 - P) φ) = 0 := by
    simp only [LinearMap.sub_apply, Module.End.one_apply, map_sub, hP.idem, sub_self]
  rw [← sub_eq_zero, pseudo_factorisation hP]
  generalize (1 - P) φ = ψ at hk ⊢
  have e : (1 - P) (H ψ - (E : ℂ) • ψ) = H ψ - ((E : ℂ) • ψ + P (H ψ)) := by
    simp only [LinearMap.sub_apply, Module.End.one_apply, map_sub, map_smul, hk]
    module
  rw [e, sub_eq_zero]

/-- If `H` is Hermitian and `P` is an orthogonal projector, the potential `W` is Hermitian. -/
theorem pkPotential_symmetric {H P : Module.End ℂ V} (hH : LinearMap.IsSymmetric H)
    (hP : IsOrthogonalProjector P) (E : ℝ) :
    LinearMap.IsSymmetric (pkPotential H P E) := by
  have h1 : ∀ x y, ⟪H x, y⟫_ℂ = ⟪x, H y⟫_ℂ := hH
  have h2 : ∀ x y, ⟪P x, y⟫_ℂ = ⟪x, P y⟫_ℂ := hP.symmetric
  intro x y
  simp only [pkPotential, LinearMap.add_apply, LinearMap.sub_apply, LinearMap.neg_apply,
    LinearMap.smul_apply, Module.End.mul_apply, inner_add_left, inner_sub_left, inner_neg_left,
    inner_smul_left, inner_add_right, inner_sub_right, inner_neg_right, inner_smul_right,
    Complex.conj_ofReal, h1, h2]
  ring

/-- For Hermitian `H` and an orthogonal projector `P`, the potential takes the short form
`W = (E - H) P` exactly when `H` and `P` commute. -/
theorem pkPotential_eq_iff_commute {H P : Module.End ℂ V} (hH : LinearMap.IsSymmetric H)
    (hP : IsOrthogonalProjector P) (E : ℝ) :
    pkPotential H P E = ((E : ℂ) • (1 : Module.End ℂ V) - H) * P ↔ H * P = P * H := by
  constructor
  · intro hW
    -- the short form forces `P H = P H P`
    have h1 : ∀ x, P (H x) = P (H (P x)) := by
      intro x
      have h := LinearMap.congr_fun hW x
      simp only [pkPotential, LinearMap.add_apply, LinearMap.sub_apply, LinearMap.neg_apply,
        LinearMap.smul_apply, Module.End.mul_apply, Module.End.one_apply] at h
      linear_combination (norm := module) (-1 : ℂ) • h
    -- and its adjoint reads `H P = P H P`
    ext x
    rw [Module.End.mul_apply, Module.End.mul_apply, h1 x]
    refine ext_inner_right ℂ fun y => ?_
    rw [hH (P x) y, hP.symmetric x (H y), h1 y, hP.symmetric (H (P x)) y, hH (P x) (P y),
      hP.symmetric x (H (P y))]
  · intro hc
    ext x
    have h1 : ∀ z, P (H z) = H (P z) := fun z => (LinearMap.congr_fun hc z).symm
    simp only [pkPotential, LinearMap.add_apply, LinearMap.sub_apply, LinearMap.neg_apply,
      LinearMap.smul_apply, Module.End.mul_apply, Module.End.one_apply, h1, hP.idem]
    module

/-- For an orthogonal projector `P` and `ψ = (1 - P) φ`, the real parts of the expectation values
obey `⟨φ, (H + W) φ⟩ - E ‖φ‖² = ⟨ψ, H ψ⟩ - E ‖ψ‖²`. -/
theorem energy_identity {P : Module.End ℂ V} (hP : IsOrthogonalProjector P)
    (H : Module.End ℂ V) (E : ℝ) (φ : V) :
    (⟪φ, (H + pkPotential H P E) φ⟫_ℂ).re - E * ‖φ‖ ^ 2
      = (⟪(1 - P) φ, H ((1 - P) φ)⟫_ℂ).re - E * ‖(1 - P) φ‖ ^ 2 := by
  have move : ∀ r, ⟪φ, (1 - P) r⟫_ℂ = ⟪(1 - P) φ, r⟫_ℂ := by
    intro r
    simp only [LinearMap.sub_apply, Module.End.one_apply, inner_sub_left, inner_sub_right]
    rw [hP.symmetric φ r]
  have shift : ∀ v : V, (⟪v, (E : ℂ) • v⟫_ℂ).re = E * ‖v‖ ^ 2 := by
    intro v
    have h : (⟪v, v⟫_ℂ).re = ‖v‖ ^ 2 := inner_self_eq_norm_sq (𝕜 := ℂ) v
    rw [inner_smul_right, Complex.re_ofReal_mul, h]
  have key := move (H ((1 - P) φ) - (E : ℂ) • (1 - P) φ)
  rw [← pseudo_factorisation hP, inner_sub_right, inner_sub_right] at key
  have k := congrArg Complex.re key
  rwa [Complex.sub_re, Complex.sub_re, shift, shift] at k

/-- For an orthogonal projector `P`, the number `E` bounds the mean energy (real part) of `H + W`
from below on all states exactly when it bounds that of `H` from below on the kernel of `P`. -/
theorem energy_bound_iff {P : Module.End ℂ V} (hP : IsOrthogonalProjector P)
    (H : Module.End ℂ V) (E : ℝ) :
    (∀ φ, E * ‖φ‖ ^ 2 ≤ (⟪φ, (H + pkPotential H P E) φ⟫_ℂ).re) ↔
      ∀ y, P y = 0 → E * ‖y‖ ^ 2 ≤ (⟪y, H y⟫_ℂ).re := by
  constructor
  · intro h y hy
    have g := energy_identity hP H E y
    have e : (1 - P) y = y := by
      rw [LinearMap.sub_apply, Module.End.one_apply, hy, sub_zero]
    rw [e] at g
    linarith [h y]
  · intro h φ
    have hk : P ((1 - P) φ) = 0 := by
      simp only [LinearMap.sub_apply, Module.End.one_apply, map_sub, hP.idem, sub_self]
    linarith [h _ hk, energy_identity hP H E φ]

/-- The two-level Hamiltonian that exchanges the two basis states. -/
def flipH : Module.End ℂ (EuclideanSpace ℂ (Fin 2)) where
  toFun x := !₂[x 1, x 0]
  map_add' x y := by ext i; fin_cases i <;> simp
  map_smul' c x := by ext i; fin_cases i <;> simp

/-- The projector on the first basis state of the two-level system. -/
def firstP : Module.End ℂ (EuclideanSpace ℂ (Fin 2)) where
  toFun x := !₂[x 0, 0]
  map_add' x y := by ext i; fin_cases i <;> simp
  map_smul' c x := by ext i; fin_cases i <;> simp

/-- In the two-level system `flipH` is Hermitian and `firstP` an orthogonal projector. The second
basis state `φ` solves the pseudo-Schrödinger equation with `E = 0`, yet `ψ = (1 - P) φ` satisfies
`H ψ = c ψ` for no number `c`. -/
theorem noncommuting_witness :
    LinearMap.IsSymmetric flipH ∧ IsOrthogonalProjector firstP ∧
      (flipH + pkPotential flipH firstP 0) !₂[0, 1] = ((0 : ℝ) : ℂ) • !₂[0, 1] ∧
      ∀ c : ℂ, flipH ((1 - firstP) !₂[0, 1]) ≠ c • (1 - firstP) !₂[0, 1] := by
  have hF : ∀ x, flipH x = !₂[x 1, x 0] := fun _ => rfl
  have hC : ∀ x, firstP x = !₂[x 0, 0] := fun _ => rfl
  refine ⟨?_, ⟨?_, ?_⟩, ?_, ?_⟩
  · intro x y
    simp only [hF, PiLp.inner_apply, Fin.sum_univ_two]
    simp [add_comm]
  · intro x
    simp [hC]
  · intro x y
    simp [hC, PiLp.inner_apply, Fin.sum_univ_two]
  · ext i
    fin_cases i <;> simp [pkPotential, hF, hC]
  · intro c h
    have h0 := congrArg (fun v : EuclideanSpace ℂ (Fin 2) => v.ofLp 0) h
    simp [hF, hC] at h0

end

end GeneralizedPhillipsKleinman
```

```lean
#print axioms GeneralizedPhillipsKleinman.pseudo_equation_add_core
#print axioms GeneralizedPhillipsKleinman.pkPotential_symmetric
#print axioms GeneralizedPhillipsKleinman.pkPotential_eq_iff_commute
#print axioms GeneralizedPhillipsKleinman.energy_bound_iff
```

```
'GeneralizedPhillipsKleinman.pseudo_equation_add_core' depends on axioms: [propext, Classical.choice, Quot.sound]
'GeneralizedPhillipsKleinman.pkPotential_symmetric' depends on axioms: [propext, Classical.choice, Quot.sound]
'GeneralizedPhillipsKleinman.pkPotential_eq_iff_commute' depends on axioms: [propext, Classical.choice, Quot.sound]
'GeneralizedPhillipsKleinman.energy_bound_iff' depends on axioms: [propext, Classical.choice, Quot.sound]
```

### From the algebra to the Lean proof

`pseudo_factorisation` is the identity \(H+W-E = Q(H-E)Q\) applied to a vector. The `simp only` call expands both sides and replaces \(P^2\) by \(P\), and `module` compares the remaining linear combinations.

`valence_part_eq_zero_iff` is the orthogonality argument. Its second half tests with `r - P r`, as above, and concludes from the vanishing inner product of this vector with itself. `pseudo_equation_iff` then chains the two lemmas, after moving \(E\varphi\) to the left side.

`pseudo_equation_add_core` applies the main theorem to \(\varphi + P\chi\) and to \(\varphi\), whose valence parts agree. `pseudo_equation_iff_residual` records that \(P\psi = 0\), gives \((1-P)\varphi\) the name `ψ`, and expands the factorised equation.

`pkPotential_symmetric` moves every operator to the right entry of the inner product and compares the sums. In `pkPotential_eq_iff_commute`, the forward direction first extracts \(PH = PHP\) as `h1`. It then takes the adjoint through inner products with an arbitrary \(y\):

\[
\langle HPx, y\rangle = \langle x, PHy\rangle = \langle x, PHPy\rangle = \langle PHPx, y\rangle .
\]

No adjoint operator has to be constructed, so completeness of the space is not needed.

In `energy_identity`, `move` transfers \(1-P\) from one entry of the inner product to the other, and `shift` evaluates the term with \(E\). `energy_bound_iff` combines this identity with the two choices of vector described above, leaving the inequalities to `linarith`.

Finally, `noncommuting_witness` checks the two-level example, with `flipH` as \(H\) and `firstP` as \(P\). To exclude \(H\psi = c\psi\) for every complex \(c\), it compares the components with index 0, which are 1 on the left and 0 on the right.
